# Stability limit and frequency shift of leapfrog propagation for one energy level

If the time step of a leapfrog propagation is too large, the amplitude of a stationary state, whose modulus should stay constant, can grow without limit. If the step is small enough to prevent this, a quieter error remains: the phase of a level with positive energy advances too fast, and a line read off from the computed signal sits at too high a frequency. Both effects can be worked out completely for a single level with a constant energy.

Let $E$ be the real energy of the level, $dt>0$ the length of a time step (one symbol, not a differential), and $c_n$ the complex amplitude after $n$ steps. With $\hbar=1$ the amplitude should obey $i\,\dot c = E c$. Replacing the derivative at step $n+1$ by the central difference $(c_{n+2}-c_n)/(2\,dt)$ gives the leapfrog recursion

$$c_{n+2} = c_n - 2i\,dt\,E\,c_{n+1}.$$

The claim has two parts. All solutions are bounded if and only if $dt\,|E|<1$. For $E>0$ and $E\,dt<1$, the sequence $e^{-in\arcsin(E\,dt)}$ is a solution, and its frequency $\omega=\arcsin(E\,dt)/dt$ satisfies $E<\omega<\tfrac{\pi}{2}E$.

## Two oscillating modes below the limit

Sample an oscillation of frequency $\omega$ at the times $n\,dt$ and write $\theta=\omega\,dt$, so that $u_n=e^{-in\theta}$. Seen from the middle sample,

$$u_{n+2}-u_n = u_{n+1}\left(e^{-i\theta}-e^{i\theta}\right) = -2i\sin\theta\;u_{n+1}.$$

Since $u_{n+1}\neq 0$, the samples solve the recursion exactly when $\sin\theta=E\,dt$.

If $dt\,|E|\le 1$, this equation has the solutions $\theta=\arcsin(E\,dt)$ and $\pi-\theta$. The first gives the physical mode, of frequency $\omega=\theta/dt$. The second gives a parasitic mode of frequency $\pi/dt-\omega$, which is there because the recursion needs two starting values where the differential equation needs one.

Let $p=e^{-i\theta}$ and $q=e^{-i(\pi-\theta)}=-e^{i\theta}$ be the values of the two modes after one step. Then $p-q=2\cos\theta$, which is positive when $dt\,|E|<1$. The conditions $A+B=c_0$ and $Ap+Bq=c_1$ therefore have the solution

$$A=\frac{c_1-q\,c_0}{p-q},\qquad B=\frac{p\,c_0-c_1}{p-q}.$$

The sequences $c_n$ and $Ap^n+Bq^n$ agree at $n=0$ and $n=1$ and obey the same recursion, so by induction they agree for every $n$. Because $|p|=|q|=1$, it follows that $|c_n|\le|A|+|B|$.

## Growth at and above the limit

Now let $dt\,|E|\ge 1$. The recursion and the triangle inequality give

$$2|c_{n+1}|\le 2\,dt\,|E|\,|c_{n+1}| = |c_n-c_{n+2}|\le |c_n|+|c_{n+2}|.$$

Rearranged, this reads $|c_{n+1}|-|c_n|\le|c_{n+2}|-|c_{n+1}|$: the increments of the modulus never decrease. Each of them is at least the first, and adding up $n$ of them yields

$$|c_n|\ge |c_0|+n\left(|c_1|-|c_0|\right).$$

Starting from $c_0=0$ and $c_1=1$ we get $|c_n|\ge n$, which is unbounded, also at the threshold $dt\,|E|=1$. At the threshold this solution has exactly $|c_n|=n$. Above it the linear bound is weak, since the growth is exponential: after many steps the modulus is multiplied by nearly $dt\,|E|+\sqrt{(dt\,E)^2-1}$ in each step.

## The upward shift of the frequency

Let $E>0$ and $E\,dt<1$, so that $\theta=\arcsin(E\,dt)$ lies strictly between $0$ and $\pi/2$. The function $\theta-\sin\theta$ vanishes at $0$ and has derivative $1-\cos\theta>0$ on this interval, hence $\sin\theta<\theta$. The sine is also strictly concave there, so it lies above its chord from $(0,0)$ to $(\pi/2,1)$, that is, $\tfrac{2}{\pi}\theta<\sin\theta$. Inserting $\sin\theta=E\,dt$ and $\theta=\omega\,dt$ and dividing by $dt$ gives $E<\omega$ and $\omega<\tfrac{\pi}{2}E$.

## Numbers for $E=1$

Take $dt=\tfrac12$. Then $\theta=\arcsin\tfrac12=\pi/6$ and $\omega=\pi/3\approx1.047$, almost five per cent above $E$. The parasitic frequency is $2\pi-\pi/3=5\pi/3\approx5.236$.

Start with $c_0=1$ and an Euler step, $c_1=1-\tfrac{i}{2}$. Here $p=\tfrac{\sqrt3}{2}-\tfrac{i}{2}$, $q=-\tfrac{\sqrt3}{2}-\tfrac{i}{2}$ and $p-q=\sqrt3$, so

$$A=\tfrac12+\tfrac1{\sqrt3}\approx1.077,\qquad B=\tfrac12-\tfrac1{\sqrt3}\approx-0.077.$$

The recursion gives $c_2=1-i\left(1-\tfrac{i}{2}\right)=\tfrac12-i$. The modes give $Ap^2+Bq^2=\tfrac12(A+B)-\tfrac{\sqrt3}{2}i\,(A-B)=\tfrac12-i$ as well.

With $dt=1$, at the threshold, the starting values $0$ and $1$ lead to $0,\,1,\,-2i,\,-3,\,4i$, whose moduli are $0,1,2,3,4$.

## The recursion and its modes in Lean

In the formal version an amplitude is a sequence `c : ℕ → ℂ` indexed by the step number, while the energy and the time step are real numbers.

```lean
import Mathlib

open Complex (I)

namespace LeapfrogPropagation

noncomputable section
```

The predicate `IsLeapfrog E dt c` says that `c` obeys the recursion at every step. It leaves the two starting values free.

```lean
/-- The leapfrog recursion for the amplitude of a level of energy `E` (with `ħ = 1`):
`c(n+2) = c(n) - 2i dt E c(n+1)`. -/
def IsLeapfrog (E dt : ℝ) (c : ℕ → ℂ) : Prop :=
  ∀ n, c (n + 2) = c n - 2 * I * dt * E * c (n + 1)
```

The function `leapfrog` builds the solution with given starting values `c₀` and `c₁`. It will supply the growing example.

```lean
/-- The amplitude propagated by leapfrog from the two starting values `c₀` and `c₁`. -/
def leapfrog (E dt : ℝ) (c₀ c₁ : ℂ) : ℕ → ℂ
  | 0 => c₀
  | 1 => c₁
  | n + 2 => leapfrog E dt c₀ c₁ n - 2 * I * dt * E * leapfrog E dt c₀ c₁ (n + 1)
```

The samples $u_n$ are called `planeWave ω dt n`. The sign in the exponent fixes the convention $e^{-i\omega t}$, in which a positive energy belongs to a positive frequency.

```lean
/-- The oscillation `exp(-i ω t)` sampled at the times `t = n dt`. -/
def planeWave (ω dt : ℝ) (n : ℕ) : ℂ :=
  Complex.exp ((-(ω * (n * dt)) : ℝ) * I)
```

The frequency of the physical mode is a definition of its own. `Real.arcsin` is constant beyond $\pm1$, so the definition has its intended meaning only for $|E\,dt|\le1$, and the theorems that use it assume at least this.

```lean
/-- The apparent frequency `arcsin(E dt) / dt`, for `dt ≠ 0` and `|E dt| ≤ 1`. -/
def apparentFrequency (E dt : ℝ) : ℝ := Real.arcsin (E * dt) / dt
```

The first lemma is the identity for three successive samples. Euler's formula is `e`, and `h1` and `h2` express the outer samples through the middle one, as in the derivation above. After the substitution, the cosines cancel and `ring` finishes.

```lean
/-- Three successive samples of an oscillation are linked by the sine of the phase `ω dt`. -/
theorem planeWave_step (ω dt : ℝ) (n : ℕ) :
    planeWave ω dt (n + 2) =
      planeWave ω dt n - 2 * I * (Real.sin (ω * dt) : ℝ) * planeWave ω dt (n + 1) := by
  have e : ∀ x : ℝ, Complex.exp (x * I) = (Real.cos x : ℂ) + (Real.sin x : ℂ) * I := by
    intro x
    rw [Complex.exp_mul_I, Complex.ofReal_cos, Complex.ofReal_sin]
  -- one step forward and one step back from the middle sample
  have h1 : planeWave ω dt (n + 2) =
      planeWave ω dt (n + 1) * Complex.exp ((-(ω * dt) : ℝ) * I) := by
    rw [planeWave, planeWave, ← Complex.exp_add]
    congr 1
    push_cast
    ring
  have h2 : planeWave ω dt n =
      planeWave ω dt (n + 1) * Complex.exp ((ω * dt : ℝ) * I) := by
    rw [planeWave, planeWave, ← Complex.exp_add]
    congr 1
    push_cast
    ring
  rw [h1, h2, e, e, Real.cos_neg, Real.sin_neg]
  push_cast
  ring
```

The dispersion relation holds for all real `E`, `dt` and `ω`. From left to right, the recursion at step $0$ is compared with the identity just proved, and the nonzero factor $2i\,u_1$ is cancelled. From right to left, $E\,dt$ is substituted for the sine.

```lean
/-- Numerical dispersion relation: the sampled oscillation of frequency `ω` solves the leapfrog
recursion exactly when `sin(ω dt) = E dt`. -/
theorem dispersion_relation (E dt ω : ℝ) :
    IsLeapfrog E dt (planeWave ω dt) ↔ Real.sin (ω * dt) = E * dt := by
  constructor
  · intro h
    have hne : 2 * I * planeWave ω dt (0 + 1) ≠ 0 :=
      mul_ne_zero (mul_ne_zero two_ne_zero Complex.I_ne_zero) (Complex.exp_ne_zero _)
    have h2 : 2 * I * planeWave ω dt (0 + 1) * (Real.sin (ω * dt) : ℝ) =
        2 * I * planeWave ω dt (0 + 1) * (E * dt : ℝ) := by
      rw [Complex.ofReal_mul]
      linear_combination planeWave_step ω dt 0 - h 0
    exact Complex.ofReal_injective (mul_left_cancel₀ hne h2)
  · intro h n
    rw [planeWave_step ω dt n, h, Complex.ofReal_mul]
    ring
```

Both modes now follow by checking a sine: `Real.sin_arcsin` handles the physical one, and `Real.sin_pi_sub` reduces the parasitic one to it. The threshold $dt\,|E|=1$ is included, although the two modes have the same samples there.

```lean
/-- For `dt > 0` and `dt |E| ≤ 1` the recursion has a physical mode at the apparent frequency `ω`
and a parasitic mode at `π/dt - ω`. -/
theorem physical_and_parasitic_mode {E dt : ℝ} (hdt : 0 < dt) (h : dt * |E| ≤ 1) :
    IsLeapfrog E dt (planeWave (apparentFrequency E dt) dt) ∧
      IsLeapfrog E dt (planeWave (Real.pi / dt - apparentFrequency E dt) dt) := by
  have ha : |E * dt| ≤ 1 := by rwa [abs_mul, abs_of_pos hdt, mul_comm]
  obtain ⟨hl, hu⟩ := abs_le.mp ha
  constructor
  · rw [dispersion_relation, apparentFrequency, div_mul_cancel₀ _ hdt.ne',
      Real.sin_arcsin hl hu]
  · rw [dispersion_relation, apparentFrequency, sub_mul, div_mul_cancel₀ _ hdt.ne',
      div_mul_cancel₀ _ hdt.ne', Real.sin_pi_sub, Real.sin_arcsin hl hu]
```

## Every solution below the limit is a superposition

The next theorem takes an arbitrary solution with $dt\,|E|<1$ and produces the coefficients $A$ and $B$. In `hne` the modes are told apart after one step by their real parts, $\cos\theta$ and $-\cos\theta$, with `hcos` providing $\cos\theta>0$. The auxiliary statement `solve` contains the formulas for $A$ and $B$. The induction `Nat.twoStepInduction` has two base cases, which are the matched starting values. Its inductive step combines the recursions of `c` and of both modes linearly.

```lean
/-- For `dt > 0` and `dt |E| < 1` every leapfrog solution is a superposition of the physical and
the parasitic mode. -/
theorem eq_superposition {E dt : ℝ} (hdt : 0 < dt) (h : dt * |E| < 1) {c : ℕ → ℂ}
    (hc : IsLeapfrog E dt c) :
    ∃ A B : ℂ, ∀ n, c n = A * planeWave (apparentFrequency E dt) dt n +
      B * planeWave (Real.pi / dt - apparentFrequency E dt) dt n := by
  obtain ⟨hp, hq⟩ := physical_and_parasitic_mode hdt h.le
  have ha : |E * dt| < 1 := by rwa [abs_mul, abs_of_pos hdt, mul_comm]
  obtain ⟨hl, hu⟩ := abs_lt.mp ha
  have hcos : 0 < Real.cos (Real.arcsin (E * dt)) := by
    rw [Real.cos_arcsin]
    exact Real.sqrt_pos.2 (by nlinarith)
  have hz : ∀ ω : ℝ, planeWave ω dt 0 = 1 := fun ω => by simp [planeWave]
  have hre : ∀ ω : ℝ, (planeWave ω dt 1).re = Real.cos (ω * dt) := fun ω => by
    rw [planeWave, Complex.exp_ofReal_mul_I_re, Real.cos_neg, Nat.cast_one, one_mul]
  -- the modes differ after one step, so they can match any starting data
  have hne : planeWave (apparentFrequency E dt) dt 1 -
      planeWave (Real.pi / dt - apparentFrequency E dt) dt 1 ≠ 0 := by
    intro h0
    have h1 := congrArg Complex.re h0
    rw [Complex.sub_re, hre, hre, sub_mul, apparentFrequency, div_mul_cancel₀ _ hdt.ne',
      div_mul_cancel₀ _ hdt.ne', Real.cos_pi_sub, Complex.zero_re] at h1
    linarith
  have solve : ∀ p q : ℂ, p - q ≠ 0 →
      ∃ A B : ℂ, c 0 = A + B ∧ c 1 = A * p + B * q := by
    intro p q hpq
    refine ⟨(c 1 - q * c 0) / (p - q), (p * c 0 - c 1) / (p - q), ?_, ?_⟩
    · rw [← add_div, eq_div_iff hpq]
      ring
    · rw [div_mul_eq_mul_div, div_mul_eq_mul_div, ← add_div, eq_div_iff hpq]
      ring
  obtain ⟨A, B, h0, h1⟩ := solve _ _ hne
  refine ⟨A, B, fun n => ?_⟩
  induction n using Nat.twoStepInduction with
  | zero => rw [hz, hz, mul_one, mul_one, h0]
  | one => exact h1
  | more n ih ih' =>
    linear_combination hc n - A * hp n - B * hq n + ih - 2 * I * dt * E * ih'
```

## The stability criterion

The lower bound on the modulus needs no modes. Here `step` is the convexity inequality from the triangle inequality, `incr` says that no increment is smaller than the first, and the last induction adds the increments up. The bound holds for every solution, but it forces growth only when $|c_1|>|c_0|$.

```lean
/-- For `dt > 0` and `dt |E| ≥ 1` the modulus of a leapfrog solution is never below the line through
its first two values. -/
theorem linear_growth {E dt : ℝ} (hdt : 0 < dt) (h : 1 ≤ dt * |E|) {c : ℕ → ℂ}
    (hc : IsLeapfrog E dt c) (n : ℕ) : ‖c 0‖ + n * (‖c 1‖ - ‖c 0‖) ≤ ‖c n‖ := by
  -- the modulus is a convex function of the step number
  have step : ∀ n, 2 * ‖c (n + 1)‖ ≤ ‖c (n + 2)‖ + ‖c n‖ := by
    intro n
    have e : 2 * I * dt * E * c (n + 1) = c n - c (n + 2) := by linear_combination hc n
    have h2 : ‖(2 : ℂ)‖ = 2 := by simp
    have e' := congrArg norm e
    simp only [norm_mul, h2, Complex.norm_I, Complex.norm_real, Real.norm_eq_abs,
      abs_of_pos hdt] at e'
    nlinarith [norm_sub_le (c n) (c (n + 2)),
      mul_le_mul_of_nonneg_right h (norm_nonneg (c (n + 1)))]
  have incr : ∀ n, ‖c 1‖ - ‖c 0‖ ≤ ‖c (n + 1)‖ - ‖c n‖ := by
    intro n
    induction n with
    | zero => exact le_rfl
    | succ n ih =>
      show _ ≤ ‖c (n + 2)‖ - ‖c (n + 1)‖
      linarith [step n]
  induction n with
  | zero => simp
  | succ n ih =>
    push_cast
    linarith [incr n]
```

The criterion itself is an equivalence. Its left side says that each solution `c` has some bound `M`, which may depend on `c`. It is a condition on all solutions together, since the zero sequence is bounded for every time step.

If all solutions are bounded and $dt\,|E|\ge1$, the solution `leapfrog E dt 0 1` has a bound `M`. A natural number `n` above `M` then contradicts $|c_n|\ge n$. In the other direction, the superposition gives the bound $|A|+|B|$, because every sample of a mode has modulus one.

```lean
/-- Stability limit: for `dt > 0`, all leapfrog solutions are bounded if and only if
`dt |E| < 1`. -/
theorem bounded_iff {E dt : ℝ} (hdt : 0 < dt) :
    (∀ c, IsLeapfrog E dt c → ∃ M : ℝ, ∀ n, ‖c n‖ ≤ M) ↔ dt * |E| < 1 := by
  constructor
  · intro hb
    by_contra hlt
    have hs : IsLeapfrog E dt (leapfrog E dt 0 1) := fun _ => rfl
    obtain ⟨M, hM⟩ := hb _ hs
    obtain ⟨n, hn⟩ := exists_nat_gt M
    have hg := linear_growth hdt (not_lt.mp hlt) hs n
    simp only [leapfrog, norm_zero, norm_one, sub_zero, mul_one, zero_add] at hg
    linarith [hM n]
  · intro h c hc
    obtain ⟨A, B, hAB⟩ := eq_superposition hdt h hc
    refine ⟨‖A‖ + ‖B‖, fun n => ?_⟩
    rw [hAB n]
    refine (norm_add_le _ _).trans (le_of_eq ?_)
    rw [norm_mul, norm_mul, planeWave, planeWave, Complex.norm_exp_ofReal_mul_I,
      Complex.norm_exp_ofReal_mul_I, mul_one, mul_one]
```

## The shifted frequency

The last theorem states three things for `0 < E`, `0 < dt` and `E * dt < 1`: the explicit exponential solves the recursion, its apparent frequency exceeds `E`, and it stays below `Real.pi / 2 * E`. The first part is the physical mode with its phase rewritten as $n\arcsin(E\,dt)$. The other two use `Real.sin_lt`, which is $\sin\theta<\theta$, and `Real.mul_lt_sin`, which is the chord inequality. Both strict bounds need $E>0$: at $E=0$ all three quantities vanish, and for $E<0$ the two inequalities are reversed, because the arcsine is odd.

```lean
/-- For `E, dt > 0` and `E dt < 1`, `exp(-i n arcsin(E dt))` solves the recursion, and its apparent
frequency lies strictly between `E` and `(π/2) E`. -/
theorem apparent_frequency_shift {E dt : ℝ} (hE : 0 < E) (hdt : 0 < dt) (h : E * dt < 1) :
    IsLeapfrog E dt (fun n => Complex.exp (-(I * n * Real.arcsin (E * dt)))) ∧
      E < apparentFrequency E dt ∧ apparentFrequency E dt < Real.pi / 2 * E := by
  have hpos : 0 < E * dt := mul_pos hE hdt
  have hsin : Real.sin (Real.arcsin (E * dt)) = E * dt :=
    Real.sin_arcsin (by linarith) h.le
  have hθ : 0 < Real.arcsin (E * dt) := Real.arcsin_pos.2 hpos
  refine ⟨?_, ?_, ?_⟩
  · have hm := (physical_and_parasitic_mode (E := E) hdt
      (by rw [abs_of_pos hE, mul_comm]; exact h.le)).1
    convert hm using 1
    funext n
    have hph : apparentFrequency E dt * (n * dt) = n * Real.arcsin (E * dt) := by
      rw [mul_left_comm, apparentFrequency, div_mul_cancel₀ _ hdt.ne']
    rw [planeWave, hph]
    congr 1
    push_cast
    ring
  · rw [apparentFrequency, lt_div_iff₀ hdt]
    linarith [Real.sin_lt hθ]
  · -- the chord of the sine bounds the shift from above
    have hj := Real.mul_lt_sin hθ (Real.arcsin_lt_pi_div_two.2 h)
    rw [hsin, div_mul_eq_mul_div, div_lt_iff₀ Real.pi_pos] at hj
    rw [apparentFrequency, div_lt_iff₀ hdt]
    linarith

end

end LeapfrogPropagation
```

```lean
#print axioms LeapfrogPropagation.bounded_iff
#print axioms LeapfrogPropagation.apparent_frequency_shift
```

```
'LeapfrogPropagation.bounded_iff' depends on axioms: [propext, Classical.choice, Quot.sound]
'LeapfrogPropagation.apparent_frequency_shift' depends on axioms: [propext, Classical.choice, Quot.sound]
```

For a constant Hermitian Hamiltonian matrix, the component along each eigenvector obeys the recursion of a single level, so the eigenvalue of largest modulus limits the time step. An optical line belongs to a difference of two level energies. Its shift is the difference of the two level shifts, and the upper bound with the factor $\pi/2$ need not hold for it. A driving field, a Hamiltonian that depends on the evolving density, and rounding errors all lie beyond this model.
